# Exact errors of the projected energy and the Rayleigh quotient for a symmetric Hamiltonian

The projected energy ⟨r,Hφ⟩/⟨r,φ⟩ depends on two vectors, a fixed reference r and a trial state φ. The trial state is split as φ = ψ + d, where Hψ = Eψ and the deviation d is arbitrary: it need be neither small nor orthogonal to ψ. The Hamiltonian H is a linear map on a real inner-product space. If ⟨r,φ⟩ ≠ 0, then

⟨r,Hφ⟩/⟨r,φ⟩ − E = ⟨r,(H−E)d⟩/⟨r,φ⟩.

If H is symmetric and φ ≠ 0, the Rayleigh quotient obeys

⟨φ,Hφ⟩/⟨φ,φ⟩ − E = ⟨d,(H−E)d⟩/⟨φ,φ⟩.

The deviation enters the first numerator once and the second twice.

## Reading a projected energy in a CI code

Full-CI quantum Monte Carlo codes commonly report a projected energy, with a reference determinant as r. For a fixed real vector in a finite determinant basis, the identities show how an error in that vector reaches each energy. In particular, a projected energy below the exact ground energy of the basis is not by itself evidence of a bug, since this estimator has no variational bound.

## From the eigenvalue equation to the errors

Since (H−E)ψ = 0,

(H−E)φ = (H−E)d.

Taking the inner product with r and dividing by ⟨r,φ⟩ gives the first identity. Taking it with φ instead gives

⟨φ,(H−E)φ⟩ = ⟨ψ,(H−E)d⟩ + ⟨d,(H−E)d⟩.

By symmetry ⟨ψ,Hd⟩ = ⟨Hψ,d⟩ = E⟨ψ,d⟩, so the first term vanishes. Division by ⟨φ,φ⟩ gives the second identity.

Now replace d by td, with t real. The two errors become

t⟨r,(H−E)d⟩/(⟨r,ψ⟩ + t⟨r,d⟩)

t²⟨d,(H−E)d⟩/⟨ψ+td,ψ+td⟩.

For ⟨r,ψ⟩ ≠ 0, the projected energy has slope ⟨r,(H−E)d⟩/⟨r,ψ⟩ at t = 0. For ψ ≠ 0, the Rayleigh quotient has slope zero there.

The projected energy can also be arbitrarily wrong. Let H be symmetric and let r not be an eigenvector, with r ≠ 0. Define

a = ⟨r,Hr⟩/⟨r,r⟩, w = Hr − ar.

Then w ≠ 0 and ⟨r,w⟩ = ⟨r,Hr⟩ − a⟨r,r⟩ = 0. Symmetry gives

⟨r,Hw⟩ = ⟨Hr,w⟩ = ⟨w + ar,w⟩ = ⟨w,w⟩ > 0.

The trial state r + tw has overlap ⟨r,r⟩ with the reference, and its projected energy is

a + t⟨w,w⟩/⟨r,r⟩.

To obtain any chosen real number x, set t = (x−a)⟨r,r⟩/⟨w,w⟩.

A two-level case has H(v₀,v₁) = (−v₁,−v₀). The normalised state (1,1)/√2 has energy −1, which is the ground energy because

⟨v,Hv⟩ + ⟨v,v⟩ = (v₀−v₁)² ≥ 0.

Take r = (1,0) and φ = (1,2), so that Hφ = (−2,−1). The projected energy is −2/1 = −2, below the ground energy, while the Rayleigh quotient is (−2−2)/5 = −4/5, above it. The normalised trial state (1,2)/√5 gives the same two energies, because both ratios are unchanged when φ is rescaled.

## The definitions and theorems in Lean

```lean
import Mathlib

open scoped InnerProductSpace

namespace ProjectedEnergyError

noncomputable section

variable {V : Type*} [NormedAddCommGroup V] [InnerProductSpace ℝ V]

/-- The projected energy `⟨r, H φ⟩ / ⟨r, φ⟩` of a trial state `φ` with reference state `r`. -/
def projectedEnergy (H : V →ₗ[ℝ] V) (r φ : V) : ℝ := ⟪r, H φ⟫_ℝ / ⟪r, φ⟫_ℝ

/-- The Rayleigh quotient `⟨φ, H φ⟩ / ⟨φ, φ⟩` of a trial state `φ`. -/
def rayleighQuotient (H : V →ₗ[ℝ] V) (φ : V) : ℝ := ⟪φ, H φ⟫_ℝ / ⟪φ, φ⟫_ℝ

/-- The error of the projected energy of `ψ + d`, where `ψ` is an eigenstate of energy `E`,
is `⟨r, (H - E) d⟩ / ⟨r, ψ + d⟩`. -/
theorem projectedEnergy_sub (H : V →ₗ[ℝ] V) {E : ℝ} {ψ d r : V}
    (hψ : H ψ = E • ψ) (hr : ⟪r, ψ + d⟫_ℝ ≠ 0) :
    projectedEnergy H r (ψ + d) - E = ⟪r, H d - E • d⟫_ℝ / ⟪r, ψ + d⟫_ℝ := by
  -- the eigenvalue equation removes `ψ` from the residual
  have key : ⟪r, H (ψ + d)⟫_ℝ - E * ⟪r, ψ + d⟫_ℝ = ⟪r, H d - E • d⟫_ℝ := by
    rw [map_add, hψ]
    simp only [inner_add_right, inner_sub_right, real_inner_smul_right]
    ring
  unfold projectedEnergy
  rw [← key, sub_div, mul_div_cancel_right₀ _ hr]

/-- For symmetric `H`, the error of the Rayleigh quotient of `ψ + d`, where `ψ` is an eigenstate
of energy `E`, is `⟨d, (H - E) d⟩ / ⟨ψ + d, ψ + d⟩`. -/
theorem rayleighQuotient_sub {H : V →ₗ[ℝ] V} (hH : H.IsSymmetric) {E : ℝ} {ψ d : V}
    (hψ : H ψ = E • ψ) (hφ : ψ + d ≠ 0) :
    rayleighQuotient H (ψ + d) - E = ⟪d, H d - E • d⟫_ℝ / ⟪ψ + d, ψ + d⟫_ℝ := by
  have hn : ⟪ψ + d, ψ + d⟫_ℝ ≠ 0 := inner_self_ne_zero.mpr hφ
  -- symmetry lets `H` act on the eigenstate to its left
  have h1 : ⟪ψ, H d⟫_ℝ = E * ⟪ψ, d⟫_ℝ := by
    rw [← hH ψ d, hψ, real_inner_smul_left]
  have key : ⟪ψ + d, H (ψ + d)⟫_ℝ - E * ⟪ψ + d, ψ + d⟫_ℝ = ⟪d, H d - E • d⟫_ℝ := by
    rw [map_add, hψ]
    simp only [inner_add_left, inner_add_right, inner_sub_right, real_inner_smul_right]
    linear_combination h1
  unfold rayleighQuotient
  rw [← key, sub_div, mul_div_cancel_right₀ _ hn]

/-- The slope at `t = 0` of the quadratic polynomial `A + B t + C t²` is `B`. -/
private lemma hasDerivAt_quadratic (A B C : ℝ) :
    HasDerivAt (fun t : ℝ => A + t * (B + t * C)) B 0 := by
  have h1 := ((hasDerivAt_id' (0 : ℝ)).mul_const C).const_add B
  have h2 := ((hasDerivAt_id' (0 : ℝ)).fun_mul h1).const_add A
  exact h2.congr_deriv (by ring)

/-- Along the trial states `ψ + t d`, the projected energy has slope
`⟨r, (H - E) d⟩ / ⟨r, ψ⟩` at the eigenstate `ψ`. -/
theorem hasDerivAt_projectedEnergy (H : V →ₗ[ℝ] V) {E : ℝ} {ψ r : V} (d : V)
    (hψ : H ψ = E • ψ) (hr : ⟪r, ψ⟫_ℝ ≠ 0) :
    HasDerivAt (fun t : ℝ => projectedEnergy H r (ψ + t • d))
      (⟪r, H d - E • d⟫_ℝ / ⟪r, ψ⟫_ℝ) 0 := by
  have hf : (fun t : ℝ => projectedEnergy H r (ψ + t • d)) = fun t : ℝ =>
      (E * ⟪r, ψ⟫_ℝ + t * (⟪r, H d⟫_ℝ + t * 0)) / (⟪r, ψ⟫_ℝ + t * (⟪r, d⟫_ℝ + t * 0)) := by
    funext t
    unfold projectedEnergy
    rw [map_add, map_smul, hψ]
    simp only [inner_add_right, real_inner_smul_right, mul_zero, add_zero]
  rw [hf]
  refine ((hasDerivAt_quadratic _ _ _).fun_div (hasDerivAt_quadratic _ _ _)
    (by simpa using hr)).congr_deriv ?_
  simp only [zero_mul, add_zero, inner_sub_right, real_inner_smul_right]
  rw [div_eq_div_iff (pow_ne_zero 2 hr) hr]
  ring

/-- For symmetric `H`, the Rayleigh quotient along the trial states `ψ + t d` has zero slope
at the eigenstate `ψ`. -/
theorem hasDerivAt_rayleighQuotient {H : V →ₗ[ℝ] V} (hH : H.IsSymmetric) {E : ℝ} {ψ : V}
    (d : V) (hψ : H ψ = E • ψ) (h0 : ψ ≠ 0) :
    HasDerivAt (fun t : ℝ => rayleighQuotient H (ψ + t • d)) 0 0 := by
  have hn : ⟪ψ, ψ⟫_ℝ ≠ 0 := inner_self_ne_zero.mpr h0
  have h1 : ⟪ψ, H d⟫_ℝ = E * ⟪ψ, d⟫_ℝ := by
    rw [← hH ψ d, hψ, real_inner_smul_left]
  have hf : (fun t : ℝ => rayleighQuotient H (ψ + t • d)) = fun t : ℝ =>
      (E * ⟪ψ, ψ⟫_ℝ + t * (2 * E * ⟪ψ, d⟫_ℝ + t * ⟪d, H d⟫_ℝ)) /
        (⟪ψ, ψ⟫_ℝ + t * (2 * ⟪ψ, d⟫_ℝ + t * ⟪d, d⟫_ℝ)) := by
    funext t
    unfold rayleighQuotient
    rw [map_add, map_smul, hψ]
    simp only [inner_add_left, inner_add_right, real_inner_smul_left, real_inner_smul_right,
      h1, real_inner_comm ψ d]
    congr 1 <;> ring
  rw [hf]
  refine ((hasDerivAt_quadratic _ _ _).fun_div (hasDerivAt_quadratic _ _ _)
    (by simpa using hn)).congr_deriv ?_
  -- the first-order changes of numerator and norm cancel
  rw [div_eq_zero_iff]
  left
  ring

/-- If the reference state `r` is not an eigenvector of the symmetric `H`, every real number `x`
is the projected energy of some trial state that overlaps with `r`. -/
theorem projectedEnergy_takes_every_value {H : V →ₗ[ℝ] V} (hH : H.IsSymmetric) {r : V}
    (h : ∀ μ : ℝ, H r ≠ μ • r) (x : ℝ) :
    ∃ φ : V, ⟪r, φ⟫_ℝ ≠ 0 ∧ projectedEnergy H r φ = x := by
  have hr0 : r ≠ 0 := by
    intro h0
    exact h 0 (by simp [h0])
  have hR : ⟪r, r⟫_ℝ ≠ 0 := inner_self_ne_zero.mpr hr0
  obtain ⟨a, ha⟩ : ∃ a : ℝ, ⟪r, H r⟫_ℝ = a * ⟪r, r⟫_ℝ :=
    ⟨⟪r, H r⟫_ℝ / ⟪r, r⟫_ℝ, (div_mul_cancel₀ _ hR).symm⟩
  -- `w` is the residual of the reference state, orthogonal to it
  obtain ⟨w, hw⟩ : ∃ w : V, w = H r - a • r := ⟨_, rfl⟩
  have hW : ⟪w, w⟫_ℝ ≠ 0 := by
    rw [inner_self_ne_zero, hw]
    exact sub_ne_zero.mpr (h a)
  have horth : ⟪r, w⟫_ℝ = 0 := by
    rw [hw, inner_sub_right, real_inner_smul_right, ha, sub_self]
  have hHr : H r = w + a • r := by rw [hw, sub_add_cancel]
  have hHw : ⟪r, H w⟫_ℝ = ⟪w, w⟫_ℝ := by
    rw [← hH r w, hHr, inner_add_left, real_inner_smul_left, horth, mul_zero, add_zero]
  -- admixing `w` shifts the numerator and leaves the overlap unchanged
  have hden : ∀ t : ℝ, ⟪r, r + t • w⟫_ℝ = ⟪r, r⟫_ℝ := by
    intro t
    rw [inner_add_right, real_inner_smul_right, horth, mul_zero, add_zero]
  have hnum : ∀ t : ℝ, ⟪r, H (r + t • w)⟫_ℝ = a * ⟪r, r⟫_ℝ + t * ⟪w, w⟫_ℝ := by
    intro t
    rw [map_add, map_smul, inner_add_right, real_inner_smul_right, ha, hHw]
  refine ⟨r + ((x - a) * ⟪r, r⟫_ℝ / ⟪w, w⟫_ℝ) • w, by rw [hden]; exact hR, ?_⟩
  unfold projectedEnergy
  rw [hnum, hden, div_mul_cancel₀ _ hW, div_eq_iff hR]
  ring

/-- The two-level Hamiltonian with zero diagonal and coupling `-1`. -/
def twoLevel : EuclideanSpace ℝ (Fin 2) →ₗ[ℝ] EuclideanSpace ℝ (Fin 2) where
  toFun v := !₂[-v 1, -v 0]
  map_add' v w := by
    ext i
    fin_cases i <;> simp <;> ring
  map_smul' c v := by
    ext i
    fin_cases i <;> simp

private lemma inner_two (v w : EuclideanSpace ℝ (Fin 2)) :
    ⟪v, w⟫_ℝ = v 0 * w 0 + v 1 * w 1 := by
  simp [PiLp.inner_apply, Fin.sum_univ_two, mul_comm]

private lemma twoLevel_zero (v : EuclideanSpace ℝ (Fin 2)) : twoLevel v 0 = -v 1 := rfl

private lemma twoLevel_one (v : EuclideanSpace ℝ (Fin 2)) : twoLevel v 1 = -v 0 := rfl

/-- The two-level Hamiltonian is symmetric, has the eigenstate `(1, 1)` at energy `-1`, and has
no energy expectation below `-1`; yet with reference `(1, 0)` the trial state `(1, 2)` has
projected energy `-2`, while its Rayleigh quotient is `-4/5`. -/
theorem twoLevel_witness :
    twoLevel.IsSymmetric ∧ twoLevel !₂[1, 1] = (-1 : ℝ) • !₂[1, 1] ∧
    (∀ v, -1 * ⟪v, v⟫_ℝ ≤ ⟪v, twoLevel v⟫_ℝ) ∧
    projectedEnergy twoLevel !₂[1, 0] !₂[1, 2] = -2 ∧
    rayleighQuotient twoLevel !₂[1, 2] = -4 / 5 := by
  refine ⟨?_, ?_, ?_, ?_, ?_⟩
  · intro v w
    rw [inner_two, inner_two, twoLevel_zero, twoLevel_one, twoLevel_zero, twoLevel_one]
    ring
  · ext i
    fin_cases i <;> simp [twoLevel]
  · intro v
    rw [inner_two, inner_two, twoLevel_zero, twoLevel_one]
    nlinarith [sq_nonneg (v 0 - v 1)]
  · unfold projectedEnergy
    rw [inner_two, inner_two, twoLevel_zero, twoLevel_one]
    norm_num
  · unfold rayleighQuotient
    rw [inner_two, inner_two, twoLevel_zero, twoLevel_one]
    norm_num

end

end ProjectedEnergyError
```

```lean
#print axioms ProjectedEnergyError.projectedEnergy_sub
#print axioms ProjectedEnergyError.rayleighQuotient_sub
#print axioms ProjectedEnergyError.hasDerivAt_rayleighQuotient
#print axioms ProjectedEnergyError.projectedEnergy_takes_every_value
```

```
'ProjectedEnergyError.projectedEnergy_sub' depends on axioms: [propext, Classical.choice, Quot.sound]
'ProjectedEnergyError.rayleighQuotient_sub' depends on axioms: [propext, Classical.choice, Quot.sound]
'ProjectedEnergyError.hasDerivAt_rayleighQuotient' depends on axioms: [propext, Classical.choice, Quot.sound]
'ProjectedEnergyError.projectedEnergy_takes_every_value' depends on axioms: [propext, Classical.choice, Quot.sound]
```

## Symmetry as a rewrite rule

The Rayleigh result turns on `LinearMap.IsSymmetric`, written `H.IsSymmetric` in the file. A proof `hH` of this property can be applied to two vectors: `hH ψ d` is the equation ⟨Hψ,d⟩ = ⟨ψ,Hd⟩. The command `rw [← hH ψ d, hψ, real_inner_smul_left]` uses it from right to left, moving H onto ψ, then inserts the eigenvalue equation and takes E out of the inner product. The result is `h1`, the statement ⟨ψ,Hd⟩ = E⟨ψ,d⟩. Once the inner products in `rayleighQuotient_sub` are expanded, the two sides differ by exactly ⟨ψ,Hd⟩ − E⟨ψ,d⟩, and `linear_combination h1` closes that gap.

`projectedEnergy_sub` uses linearity, the eigenvalue equation and the nonzero overlap, but not symmetry. For the slopes, `hasDerivAt_quadratic` differentiates A + Bt + Ct² at zero. The two slope theorems write numerator and denominator in this form and apply the quotient rule; in the Rayleigh case the first-order changes cancel. `projectedEnergy_takes_every_value` constructs w and t as above, with `horth` and `hHw` supplying the two inner products. `twoLevel_witness` expands inner products into components, and its lower bound comes from the square (v₀−v₁)².

## Exact vectors, not sampled energies

In the statements, `V` is the state space, of any dimension, and `H : V →ₗ[ℝ] V` is a Hamiltonian defined on all of it. The hypothesis `H ψ = E • ψ` is the eigenvalue equation, and E need not be the lowest eigenvalue. The conditions `⟪r, ψ + d⟫_ℝ ≠ 0` and `ψ + d ≠ 0` keep the denominators nonzero; physically, the first says that the trial state has some weight along the reference. `HasDerivAt` at `0` expresses the slopes at the eigenstate.

The hypothesis `∀ μ : ℝ, H r ≠ μ • r` says that H couples the reference to something outside its own span, and it also excludes r = 0. Under it, every real number is the projected energy of some overlapping trial state; the theorem does not say that a particular algorithm produces that state.

The error of the projected energy can be of first order in d, but its slope vanishes for some choices of r and d. Which of the two energies is closer to E at a finite deviation depends on H, r, ψ and d.

The theorems concern real vectors and exact arithmetic. Complex Hermitian Hamiltonians, operators defined only on part of the space, rounding, sampling noise and population-control bias are not treated. The error formulas assume the eigenvalue equation and do not prove that an eigenstate exists; in the two-level example one is given explicitly.
